# The T⁻² coefficient of the axial susceptibility for a multiplet with levels D m²

If the high-temperature susceptibility of an ion with angular momentum J ≥ 1 and an axial zero-field splitting is measured along the axis and fitted to Curie's law alone, the fitted Curie constant absorbs part of the effect of the splitting and depends on the temperature range of the fit. For a single isolated multiplet with energies D m², where m is the magnetic quantum number along the axis and D the splitting parameter, the file below determines the first correction for a field along that axis.

```lean
import Mathlib

open Finset Filter Topology

namespace BleaneySusceptibility

noncomputable section

/-- The angular momentum `J = n/2`. -/
def spin (n : ℕ) : ℝ := n / 2

/-- The magnetic quantum number `m = k - n/2`, which runs from `-J` to `J` for `k = 0, ..., n`. -/
def mz (n k : ℕ) : ℝ := k - n / 2

/-- The mean of `f` over the levels `k = 0, ..., n` with statistical weights `exp (X k)`. -/
def gibbsMean (n : ℕ) (X f : ℕ → ℝ) : ℝ :=
  (∑ k ∈ range (n + 1), f k * Real.exp (X k)) / ∑ k ∈ range (n + 1), Real.exp (X k)

/-- The thermal mean of `f` at inverse temperature `β` for the level energies `D m² - h m`,
with axial splitting `D` and axial field `h`. -/
def thermalMean (n : ℕ) (D h β : ℝ) (f : ℕ → ℝ) : ℝ :=
  gibbsMean n (fun k => -β * (D * mz n k ^ 2 - h * mz n k)) f

/-- The axial susceptibility: the derivative of the magnetisation `⟨m⟩` with respect to the
axial field, at zero field. -/
def axialSusceptibility (n : ℕ) (D β : ℝ) : ℝ :=
  deriv (fun h => thermalMean n D h β (fun k => mz n k)) 0

lemma gibbsMean_const_mul (n : ℕ) (X : ℕ → ℝ) (r : ℝ) (f : ℕ → ℝ) :
    gibbsMean n X (fun k => r * f k) = r * gibbsMean n X f := by
  unfold gibbsMean
  simp only [mul_assoc, ← Finset.mul_sum, mul_div_assoc]

/-- Linear response: when the exponents of the weights change as `a + t b`, the mean of `c`
changes at a rate equal to the covariance of `c` and `b`. -/
theorem gibbsMean_hasDerivAt (n : ℕ) (a b c : ℕ → ℝ) (t : ℝ) :
    HasDerivAt (fun t => gibbsMean n (fun k => a k + t * b k) c)
      (gibbsMean n (fun k => a k + t * b k) (fun k => c k * b k)
        - gibbsMean n (fun k => a k + t * b k) c * gibbsMean n (fun k => a k + t * b k) b) t := by
  -- differentiate a weighted sum term by term
  have hs : ∀ c : ℕ → ℝ, HasDerivAt
      (fun t => ∑ k ∈ range (n + 1), c k * Real.exp (a k + t * b k))
      (∑ k ∈ range (n + 1), c k * b k * Real.exp (a k + t * b k)) t := by
    intro c
    refine HasDerivAt.fun_sum (fun k _ => ?_)
    have h1 : HasDerivAt (fun t => a k + t * b k) (b k) t :=
      (((hasDerivAt_id' t).mul_const (b k)).const_add (a k)).congr_deriv (by ring)
    exact (h1.exp.const_mul (c k)).congr_deriv (by ring)
  have hz := hs (fun _ => 1)
  simp only [one_mul] at hz
  have hZ : ∑ k ∈ range (n + 1), Real.exp (a k + t * b k) ≠ 0 :=
    (Finset.sum_pos (fun k _ => Real.exp_pos _) ⟨0, by simp⟩).ne'
  have key : ∀ x y u z : ℝ, z ≠ 0 → (x * z - y * u) / z ^ 2 = x / z - y / z * (u / z) := by
    intro x y u z hz
    field_simp
  -- the quotient rule produces the covariance
  exact ((hs c).fun_div hz hZ).congr_deriv (key _ _ _ _ hZ)

/-- At every temperature the zero-field mean of `m²` changes with `β` at the rate
`-D (⟨m⁴⟩ - ⟨m²⟩²)`. -/
theorem meanSq_hasDerivAt (n : ℕ) (D β : ℝ) :
    HasDerivAt (fun β => thermalMean n D 0 β (fun k => mz n k ^ 2))
      (-D * (thermalMean n D 0 β (fun k => mz n k ^ 4)
        - thermalMean n D 0 β (fun k => mz n k ^ 2) ^ 2)) β := by
  have key := gibbsMean_hasDerivAt n (fun _ => 0) (fun k => -D * mz n k ^ 2)
    (fun k => mz n k ^ 2) β
  have e : ∀ (t : ℝ) (k : ℕ), 0 + t * (-D * mz n k ^ 2)
      = -t * (D * mz n k ^ 2 - 0 * mz n k) := by
    intro t k
    ring
  have hc : (fun k => mz n k ^ 2 * (-D * mz n k ^ 2)) = fun k => -D * mz n k ^ 4 := by
    funext k
    ring
  simp only [e] at key
  refine key.congr_deriv ?_
  rw [hc, gibbsMean_const_mul n _ (-D) (fun k => mz n k ^ 4),
    gibbsMean_const_mul n _ (-D) (fun k => mz n k ^ 2)]
  unfold thermalMean
  ring

/-- Without a field the magnetisation vanishes at every temperature. -/
theorem magnetisation_zero_field (n : ℕ) (D β : ℝ) :
    thermalMean n D 0 β (fun k => mz n k) = 0 := by
  let f : ℕ → ℝ := fun k => mz n k * Real.exp (-β * (D * mz n k ^ 2 - 0 * mz n k))
  -- the levels m and -m have equal weight
  have hf : ∀ k ∈ range (n + 1), f (n - k) = -f k := by
    intro k hk
    have hkn : k ≤ n := by
      have := Finset.mem_range.mp hk
      omega
    have hm : mz n (n - k) = -mz n k := by
      unfold mz
      rw [Nat.cast_sub hkn]
      ring
    simp only [f]
    rw [hm]
    simp
  have h1 := Finset.sum_flip (n := n) f
  have h2 : ∑ k ∈ range (n + 1), f (n - k) = ∑ k ∈ range (n + 1), -f k :=
    Finset.sum_congr rfl hf
  rw [Finset.sum_neg_distrib] at h2
  have h0 : ∑ k ∈ range (n + 1), f k = 0 := by linarith
  change (∑ k ∈ range (n + 1), f k) / _ = 0
  rw [h0, zero_div]

/-- The axial susceptibility equals `β ⟨m²⟩`, with the mean taken at zero field. -/
theorem axialSusceptibility_eq (n : ℕ) (D β : ℝ) :
    axialSusceptibility n D β = β * thermalMean n D 0 β (fun k => mz n k ^ 2) := by
  have key := gibbsMean_hasDerivAt n (fun k => -β * (D * mz n k ^ 2)) (fun k => β * mz n k)
    (fun k => mz n k) 0
  have e : ∀ (t : ℝ) (k : ℕ), -β * (D * mz n k ^ 2) + t * (β * mz n k)
      = -β * (D * mz n k ^ 2 - t * mz n k) := by
    intro t k
    ring
  have hc : (fun k => mz n k * (β * mz n k)) = fun k => β * mz n k ^ 2 := by
    funext k
    ring
  have h0 := magnetisation_zero_field n D β
  unfold thermalMean at h0
  simp only [e] at key
  rw [hc, h0, zero_mul, sub_zero, gibbsMean_const_mul n _ β (fun k => mz n k ^ 2)] at key
  exact key.deriv

lemma sum_shift_sq (n : ℕ) (a : ℝ) : ∑ k ∈ range (n + 1), ((k : ℝ) - a) ^ 2
    = (n + 1) * (n * (2 * n + 1) / 6 - a * n + a ^ 2) := by
  induction n with
  | zero => simp
  | succ n ih =>
    rw [Finset.sum_range_succ, ih]
    push_cast
    ring

lemma sum_shift_four (n : ℕ) (a : ℝ) : ∑ k ∈ range (n + 1), ((k : ℝ) - a) ^ 4
    = (n + 1) * (n * (2 * n + 1) * (3 * n ^ 2 + 3 * n - 1) / 30 - a * n ^ 2 * (n + 1)
      + a ^ 2 * n * (2 * n + 1) - 2 * a ^ 3 * n + a ^ 4) := by
  induction n with
  | zero =>
    simp
    ring
  | succ n ih =>
    rw [Finset.sum_range_succ, ih]
    push_cast
    ring

lemma thermalMean_zero (n : ℕ) (D : ℝ) (f : ℕ → ℝ) :
    thermalMean n D 0 0 f = (∑ k ∈ range (n + 1), f k) / ((n : ℝ) + 1) := by
  simp [thermalMean, gibbsMean]

/-- At `β = 0` the mean of `m²` is `J(J+1)/3`. -/
theorem meanSq_zero (n : ℕ) (D : ℝ) :
    thermalMean n D 0 0 (fun k => mz n k ^ 2) = spin n * (spin n + 1) / 3 := by
  have hn : (n : ℝ) + 1 ≠ 0 := by positivity
  rw [thermalMean_zero]
  simp only [mz, spin]
  rw [sum_shift_sq, mul_div_cancel_left₀ _ hn]
  ring

/-- At `β = 0` the zero-field mean of `m²` has `β`-derivative `-D J(J+1)(2J-1)(2J+3)/45`. -/
theorem meanSq_hasDerivAt_zero (n : ℕ) (D : ℝ) :
    HasDerivAt (fun β => thermalMean n D 0 β (fun k => mz n k ^ 2))
      (-D * (spin n * (spin n + 1) * (2 * spin n - 1) * (2 * spin n + 3)) / 45) 0 := by
  have hn : (n : ℝ) + 1 ≠ 0 := by positivity
  refine (meanSq_hasDerivAt n D 0).congr_deriv ?_
  rw [meanSq_zero, thermalMean_zero]
  simp only [mz, spin]
  rw [sum_shift_four, mul_div_cancel_left₀ _ hn]
  ring

/-- As `T → ∞`, the deviation of the axial susceptibility from Curie's law `J(J+1)/(3T)`, multiplied
by `T²`, tends to `-D J(J+1)(2J-1)(2J+3)/45`. -/
theorem bleaney_term (n : ℕ) (D : ℝ) :
    Tendsto (fun T : ℝ => T ^ 2 *
        (axialSusceptibility n D T⁻¹ - spin n * (spin n + 1) / 3 / T)) atTop
      (𝓝 (-D * (spin n * (spin n + 1) * (2 * spin n - 1) * (2 * spin n + 3)) / 45)) := by
  have hs := hasDerivAt_iff_tendsto_slope_zero.mp (meanSq_hasDerivAt_zero n D)
  have hT : Tendsto (fun T : ℝ => T⁻¹) atTop (𝓝[≠] 0) :=
    tendsto_nhdsWithin_iff.mpr ⟨tendsto_inv_atTop_zero,
      (eventually_gt_atTop (0 : ℝ)).mono (fun T h => inv_ne_zero h.ne')⟩
  -- the scaled deviation is the difference quotient of ⟨m²⟩ at β = 1/T
  refine (hs.comp hT).congr' ?_
  filter_upwards [eventually_gt_atTop (0 : ℝ)] with T hT0
  simp only [Function.comp_apply, smul_eq_mul, zero_add, inv_inv]
  rw [axialSusceptibility_eq, meanSq_zero]
  generalize thermalMean n D 0 T⁻¹ (fun k => mz n k ^ 2) = g
  field_simp

/-- For `J = 1/2` the axial susceptibility is exactly `β/4`, for every `D` and `β`. -/
theorem curie_exact_spin_half (D β : ℝ) : axialSusceptibility 1 D β = β / 4 := by
  have h : thermalMean 1 D 0 β (fun k => mz 1 k ^ 2) = 1 / 4 := by
    unfold thermalMean gibbsMean
    rw [div_eq_iff (Finset.sum_pos (fun k _ => Real.exp_pos _) ⟨0, by simp⟩).ne',
      Finset.mul_sum]
    refine Finset.sum_congr rfl (fun k hk => ?_)
    -- both levels have m² = 1/4
    have hm : mz 1 k ^ 2 = 1 / 4 := by
      have hk2 := Finset.mem_range.mp hk
      clear hk
      interval_cases k <;> norm_num [mz]
    simp only [hm]
  rw [axialSusceptibility_eq, h]
  ring

end

end BleaneySusceptibility
```

```lean
#print axioms BleaneySusceptibility.axialSusceptibility_eq
#print axioms BleaneySusceptibility.bleaney_term
#print axioms BleaneySusceptibility.curie_exact_spin_half
```

```
'BleaneySusceptibility.axialSusceptibility_eq' depends on axioms: [propext, Classical.choice, Quot.sound]
'BleaneySusceptibility.bleaney_term' depends on axioms: [propext, Classical.choice, Quot.sound]
'BleaneySusceptibility.curie_exact_spin_half' depends on axioms: [propext, Classical.choice, Quot.sound]
```

## The susceptibility at high temperature

Let J = n/2 with n a natural number, let T be the temperature and β = 1/T, in units where Boltzmann's constant k_B is 1. Write ⟨f⟩ for the thermal mean of f and χ for the axial susceptibility, the derivative of ⟨m⟩ with respect to the axial field h at h = 0.

At every β, `axialSusceptibility_eq` gives

χ = β⟨m²⟩,

with the mean taken at zero field. The theorems `meanSq_zero` and `meanSq_hasDerivAt_zero` supply the value and the slope of that mean at β = 0:

⟨m²⟩ = J(J+1)/3

d⟨m²⟩/dβ = −D J(J+1)(2J−1)(2J+3)/45.

The theorem `bleaney_term` turns this into a statement about temperature. As T → ∞,

T² (χ − J(J+1)/(3T)) → −D J(J+1)(2J−1)(2J+3)/45.

For J ≥ 1 a positive D favours levels with small |m| and lowers χ below Curie's law at high temperature; a negative D raises it. The coefficient vanishes for J = 0, where there is no moment, and for J = 1/2, where both levels have the same m². In the second case `curie_exact_spin_half` says more: χ = β/4 exactly, for every D and β.

## The ion behind the definitions

The number `spin n` is J, and `mz n k` is m = k − n/2, which runs from −J to J as k runs from 0 to n. The function `gibbsMean` is a normalised finite sum with weights exp(X_k). In `thermalMean` the exponent is X_k = −β(D m² − h m), so the level energies are D m² − h m. The field is measured in units where gμ_B = 1, with g the g-factor and μ_B the Bohr magneton. For electrons the Zeeman energy is usually written +gμ_B B m, with moment −gμ_B m along the field B; this only renames m as −m and leaves the susceptibility unchanged. With ordinary units restored, the moment per ion responds as

χ ≈ g²μ_B² [ J(J+1)/(3k_B T) − D J(J+1)(2J−1)(2J+3)/(45(k_B T)²) ].

The parameter D is postulated. It stands for the second-rank part of an axial crystal field or zero-field splitting, D(m² − J(J+1)/3), and may have either sign; the constant shifts all levels equally and is left out. A fourth-rank crystal-field term also contains m², but that contribution does not belong to D. Because the field lies along the axis, the Zeeman term commutes with the splitting, and the energies can be written down without diagonalising a matrix. The file starts from these energies and contains no operators.

The definition `axialSusceptibility` is a derivative of the magnetisation, so χ = β⟨m²⟩ is a theorem. Lean's `deriv` returns 0 for a function that is not differentiable, but here the proof establishes differentiability first.

Bleaney's treatment of paramagnetic NMR shifts uses the T⁻² term of the susceptibility anisotropy, the difference between the responses along and across the axis. The names `BleaneySusceptibility` and `bleaney_term` refer to that treatment, but the limit proved here concerns only the response along the axis, not the anisotropy. A transverse field, rhombic splittings, excited multiplets and interactions between ions are absent from the model. For a non-interacting ion with this one splitting parameter, the coefficient provides a high-temperature check on an axial susceptibility computed from calculated energy levels.

## Response as a covariance

Both derivatives come from one identity. Let the exponents be a_k + t b_k, and let c_k be the quantity averaged. Put

S = Σ c_k exp(a_k + t b_k), Z = Σ exp(a_k + t b_k).

Differentiating term by term gives

S′ = Σ c_k b_k exp(a_k + t b_k), Z′ = Σ b_k exp(a_k + t b_k).

The quotient rule then yields

d⟨c⟩/dt = S′/Z − (S/Z)(Z′/Z) = ⟨cb⟩ − ⟨c⟩⟨b⟩.

This is `gibbsMean_hasDerivAt`. Its inner statement `hs` is the termwise derivative, used once for S and once, with c = 1, for Z. Since Z is a nonempty sum of exponentials it is positive, which permits the division.

**Varying β.** At h = 0 take t = β, a_k = 0, b_k = −D m² and c_k = m². Then

d⟨m²⟩/dβ = −D(⟨m⁴⟩ − ⟨m²⟩²),

which is `meanSq_hasDerivAt`, valid at every β.

**Varying h.** Take t = h, a_k = −βD m², b_k = βm and c_k = m. At h = 0,

χ = β(⟨m²⟩ − ⟨m⟩²).

The last term vanishes by symmetry. Replacing k by n − k changes m to −m and leaves the zero-field weight unchanged, so the sum of m exp(−βD m²) equals its own negative. In `magnetisation_zero_field` this reversal of the sum is `Finset.sum_flip`. What remains is χ = β⟨m²⟩.

## Moments at infinite temperature

At β = 0 all n + 1 levels have equal weight, and `thermalMean_zero` reduces the mean to a plain average. The averages of k, k², k³ and k⁴ over k = 0, …, n are

n/2, n(2n+1)/6, n²(n+1)/4, n(2n+1)(3n²+3n−1)/30.

Expanding (k − n/2)² gives

⟨m²⟩ = n(2n+1)/6 − n²/2 + n²/4 = n(n+2)/12 = J(J+1)/3.

Expanding the fourth power gives

⟨m⁴⟩ = n(2n+1)(3n²+3n−1)/30 − n³(n+1)/2 + n³(2n+1)/4 − n⁴/4 + n⁴/16

= n(n+2)(3n²+6n−4)/240

= J(J+1)(3J²+3J−1)/15.

The lemmas `sum_shift_sq` and `sum_shift_four` prove the corresponding sums by induction on n, for a general shift a in place of n/2. With a fixed shift, the step from n to n + 1 only adds one term to the sum; with n/2 as the shift, every term would change as well.

The covariance needed for the slope is therefore

⟨m⁴⟩ − ⟨m²⟩² = J(J+1) [ (3J²+3J−1)/15 − J(J+1)/9 ]

= J(J+1)(4J²+4J−3)/45

= J(J+1)(2J−1)(2J+3)/45.

Multiplication by −D gives `meanSq_hasDerivAt_zero`; the closing `ring` performs this algebra with J = n/2 inserted.

## From the slope to the limit in T

Write G(β) for the zero-field mean ⟨m²⟩, so that χ = βG(β) and G(0) = J(J+1)/3. For T > 0 and β = 1/T,

T² (χ − J(J+1)/(3T)) = T² (βG(β) − βG(0)) = (G(β) − G(0))/β.

The scaled deviation from Curie's law is thus exactly the difference quotient of G at 0. As T → ∞, β tends to 0 without reaching it, and the quotient tends to G′(0). In `bleaney_term`, `hs` is the limit of the difference quotient, `hT` says that 1/T approaches 0 through nonzero values, and the final `field_simp` verifies the displayed equality for positive T.

For J = 1/2 no limit is needed. Both levels have m² = 1/4, so the weighted mean of m² is 1/4 whatever the weights, and χ = β/4. The proof of `curie_exact_spin_half` checks the two values of k separately and then applies `axialSusceptibility_eq`.
